# The Green's matrix of $H_0+sV$ has coupling derivative $GVG$ wherever the inverse exists

## Where scalar calculus fails

Differentiate $(z-H_0-sV)^{-1}$ with respect to $s$ as if the matrices were numbers, and the answer is $VG^2$, with $G$ the inverse itself. For matrices this is wrong unless $V$ commutes with $G$. Take two sites with different energies $\varepsilon_1,\varepsilon_2$ and let $V$ be a hopping of unit strength between them. At $s=0$ the matrix $G$ is diagonal with entries $g_i=1/(z-\varepsilon_i)$. The scalar rule gives $g_2^2$ for the derivative of $G_{12}$, while the correct value is $g_1g_2$. The trace doesn't reveal the error, because $VG^2$ and $GVG$ have the same trace.

The correct derivative is $GVG$. In a non-interacting model with a finite basis, such as a tight-binding Hamiltonian, it gives the first-order change of every Green's matrix element when a site energy or a hopping is varied.

## Statement and conventions

Let $H_0$ and $V$ be complex square matrices of the same finite size, $z$ a complex energy and $s$ a complex coupling. Write

$$G(s)=(z-H_0-sV)^{-1},\qquad T_n(s)=G(s)\,\bigl(V G(s)\bigr)^n ,$$

where $z$ inside a matrix expression means $z$ times the identity. $T_n$ is the Born term of order $n$. If $\det(z-H_0-s_0V)\neq0$, then for all indices $i,j$ and every $n\ge 0$

$$\frac{dG_{ij}}{ds}(s_0)=(GVG)_{ij},\qquad \frac{d^nG_{ij}}{ds^n}(s_0)=n!\,\bigl(T_n(s_0)\bigr)_{ij}.$$

For a fixed matrix $H$ with $\det(z-H)\ne0$, the Green's matrix $(z-H)^{-1}$ has energy derivative $-G^2$.

In the Lean file, the finite type `ι` labels the basis states, `green H z` is $(z-H)^{-1}$, `coupledGreen H₀ V z s` is $G(s)$, and `bornTerm H₀ V z n s` is $T_n(s)$. `HasDerivAt` says that a function is complex differentiable at a point and names the derivative; it is applied to each entry separately.

The determinant condition says that $z$ is not an eigenvalue of $H_0+s_0V$. For a Hermitian Hamiltonian, any $z$ off the real axis satisfies it. Hermiticity itself is not assumed. Lean assigns the value zero to the inverse of a singular matrix, so `coupledGreen` is defined at every $s$, but the condition keeps $s_0$ away from such points.

If the entries of the Hamiltonian are the matrix elements $\langle i|H|j\rangle$, the identity multiplying $z$ presupposes an orthonormal basis; in other bases the overlap matrix takes its place. The energy derivative holds $H$ fixed, so an energy-dependent self-energy is not covered. Nor are infinite-dimensional Hamiltonians, the limit of $z$ approaching the spectrum, or the convergence of the Born series.

## From the resolvent identity to the first derivative

For two Hamiltonians $A$ and $B$ with Green's matrices $G_A$ and $G_B$ at the same $z$, write $B-A=(z-A)-(z-B)$. Then

$$G_B(B-A)G_A=G_B(z-A)G_A-G_B(z-B)G_A=G_B-G_A .$$

Set $A=H_0+s_0V$ and $B=H_0+sV$, so that $B-A=(s-s_0)V$. For $s\ne s_0$, as long as both inverses exist,

$$\frac{G(s)-G(s_0)}{s-s_0}=G(s)\,V\,G(s_0).$$

The determinant of $z-H_0-sV$ is a polynomial in $s$. It is nonzero at $s_0$, hence also nearby, and there

$$G(s)=\frac{\operatorname{adj}(z-H_0-sV)}{\det(z-H_0-sV)}$$

is continuous. Letting $s\to s_0$ gives $G(s_0)VG(s_0)$.

## Higher orders and the energy derivative

First, $T_n'=(n+1)T_{n+1}$. For $n=0$ this is the result just found. If it holds for $n=k$, then $T_{k+1}=T_k\,VG$ and the product rule, with the order of factors kept, give

$$T_{k+1}'=(k+1)T_{k+1}VG+T_k\,V(GVG)=(k+1)T_{k+2}+T_{k+2}=(k+2)T_{k+2}.$$

The $n$-th derivative follows by a second induction. It is $G=T_0$ for $n=0$, and if $G^{(k)}=k!\,T_k$ near $s_0$, one more differentiation gives $k!\,(k+1)T_{k+1}=(k+1)!\,T_{k+1}$.

For the energy derivative, call the variable energy $w$ and write

$$w-H=0-\bigl(H+w(-1)\bigr).$$

The energy now plays the part of the coupling, with perturbation $V=-1$ and reference energy zero. The derivative is therefore $G(-1)G=-G^2$.

## The Lean file

```lean
import Mathlib

open Matrix Filter Topology

namespace GreenMatrixCalculus

noncomputable section

variable {ι : Type*} [Fintype ι] [DecidableEq ι]

/-- The Green's matrix `(z - H)⁻¹` of the Hamiltonian `H` at complex energy `z`. -/
def green (H : Matrix ι ι ℂ) (z : ℂ) : Matrix ι ι ℂ :=
  (z • (1 : Matrix ι ι ℂ) - H)⁻¹

/-- The Green's matrix of `H₀ + s V` as a function of the coupling `s`. -/
def coupledGreen (H₀ V : Matrix ι ι ℂ) (z s : ℂ) : Matrix ι ι ℂ :=
  green (H₀ + s • V) z

/-- The Born term `G (V G)ⁿ` of order `n`, with `G` the Green's matrix at coupling `s`. -/
def bornTerm (H₀ V : Matrix ι ι ℂ) (z : ℂ) (n : ℕ) (s : ℂ) : Matrix ι ι ℂ :=
  coupledGreen H₀ V z s * (V * coupledGreen H₀ V z s) ^ n

variable {H₀ V : Matrix ι ι ℂ} {z s₀ : ℂ}

/-- Resolvent identity: the Green's matrices of two Hamiltonians `A` and `B` at the same energy
differ by `G_B (B - A) G_A` when `z - A` and `z - B` are both invertible. -/
theorem green_sub_green {A B : Matrix ι ι ℂ}
    (hA : (z • (1 : Matrix ι ι ℂ) - A).det ≠ 0)
    (hB : (z • (1 : Matrix ι ι ℂ) - B).det ≠ 0) :
    green B z - green A z = green B z * (B - A) * green A z := by
  have hBA : B - A = (z • (1 : Matrix ι ι ℂ) - A) - (z • (1 : Matrix ι ι ℂ) - B) := by
    abel
  unfold green
  rw [hBA, Matrix.mul_sub, Matrix.sub_mul, Matrix.nonsing_inv_mul _ hB.isUnit,
    Matrix.mul_assoc, Matrix.mul_nonsing_inv _ hA.isUnit, Matrix.mul_one, Matrix.one_mul]

/-- If `z - H₀ - s V` is invertible at `s₀`, it is invertible for all couplings near `s₀`. -/
theorem eventually_invertible
    (h : (z • (1 : Matrix ι ι ℂ) - (H₀ + s₀ • V)).det ≠ 0) :
    ∀ᶠ s in 𝓝 s₀, (z • (1 : Matrix ι ι ℂ) - (H₀ + s • V)).det ≠ 0 := by
  have hc : Continuous (fun s : ℂ => z • (1 : Matrix ι ι ℂ) - (H₀ + s • V)) := by
    fun_prop
  exact hc.matrix_det.continuousAt.eventually_ne h

/-- The Green's matrix depends continuously on the coupling wherever the inverse exists. -/
theorem continuousAt_coupledGreen
    (h : (z • (1 : Matrix ι ι ℂ) - (H₀ + s₀ • V)).det ≠ 0) :
    ContinuousAt (coupledGreen H₀ V z) s₀ := by
  have hc : Continuous (fun s : ℂ => z • (1 : Matrix ι ι ℂ) - (H₀ + s • V)) := by
    fun_prop
  -- the inverse is the adjugate divided by the determinant
  have hfun : coupledGreen H₀ V z = fun s : ℂ =>
      ((z • (1 : Matrix ι ι ℂ) - (H₀ + s • V)).det)⁻¹ •
        (z • (1 : Matrix ι ι ℂ) - (H₀ + s • V)).adjugate := by
    funext s
    simp only [coupledGreen, green, Matrix.inv_def, Ring.inverse_eq_inv']
  rw [hfun]
  exact (hc.matrix_det.continuousAt.inv₀ h).smul hc.matrix_adjugate.continuousAt

/-- First-order response of the Green's matrix: where `z - H₀ - s V` is invertible, each entry
of `G(s)` is complex differentiable in the coupling, with derivative matrix `G V G`. -/
theorem hasDerivAt_coupledGreen
    (h : (z • (1 : Matrix ι ι ℂ) - (H₀ + s₀ • V)).det ≠ 0) (i j : ι) :
    HasDerivAt (fun s => coupledGreen H₀ V z s i j)
      ((coupledGreen H₀ V z s₀ * V * coupledGreen H₀ V z s₀) i j) s₀ := by
  have hM : ContinuousAt
      (fun s => coupledGreen H₀ V z s * V * coupledGreen H₀ V z s₀) s₀ :=
    ((continuousAt_coupledGreen h).mul continuousAt_const).mul continuousAt_const
  have hE : ContinuousAt
      (fun s => (coupledGreen H₀ V z s * V * coupledGreen H₀ V z s₀) i j) s₀ :=
    ContinuousAt.comp (g := fun M : Matrix ι ι ℂ => M i j)
      (continuous_id.matrix_elem i j).continuousAt hM
  rw [hasDerivAt_iff_tendsto_slope]
  refine (hE.tendsto.mono_left nhdsWithin_le_nhds).congr' ?_
  filter_upwards [(eventually_invertible h).filter_mono nhdsWithin_le_nhds,
    self_mem_nhdsWithin] with s hs hne
  -- the resolvent identity evaluates the difference quotient exactly
  have hdiff : coupledGreen H₀ V z s - coupledGreen H₀ V z s₀ =
      (s - s₀) • (coupledGreen H₀ V z s * V * coupledGreen H₀ V z s₀) := by
    unfold coupledGreen
    rw [green_sub_green h hs,
      show (H₀ + s • V) - (H₀ + s₀ • V) = (s - s₀) • V by module,
      Matrix.mul_smul, Matrix.smul_mul]
  have key := congrFun (congrFun hdiff i) j
  simp only [Matrix.sub_apply, Matrix.smul_apply, smul_eq_mul] at key
  simp only [slope_def_field]
  rw [eq_div_iff (sub_ne_zero.mpr hne)]
  linear_combination -key

omit [DecidableEq ι] in
/-- Product rule for matrices that depend on a complex parameter, entry by entry and with the
order of the factors kept. -/
theorem hasDerivAt_mul_entry {A B : ℂ → Matrix ι ι ℂ} {A' B' : Matrix ι ι ℂ}
    (hA : ∀ i j, HasDerivAt (fun s => A s i j) (A' i j) s₀)
    (hB : ∀ i j, HasDerivAt (fun s => B s i j) (B' i j) s₀) (i j : ι) :
    HasDerivAt (fun s => (A s * B s) i j) ((A' * B s₀ + A s₀ * B') i j) s₀ := by
  simp only [Matrix.mul_apply, Matrix.add_apply, ← Finset.sum_add_distrib]
  exact HasDerivAt.fun_sum fun k _ => (hA i k).fun_mul (hB k j)

/-- Where `z - H₀ - s V` is invertible, the coupling derivative of the Born term of order `n` is `n
+ 1` times the Born term of order `n + 1`. -/
theorem hasDerivAt_bornTerm
    (h : (z • (1 : Matrix ι ι ℂ) - (H₀ + s₀ • V)).det ≠ 0) (n : ℕ) (i j : ι) :
    HasDerivAt (fun s => bornTerm H₀ V z n s i j)
      ((((n : ℂ) + 1) • bornTerm H₀ V z (n + 1) s₀) i j) s₀ := by
  induction n generalizing i j with
  | zero => simpa [bornTerm, mul_assoc] using hasDerivAt_coupledGreen h i j
  | succ k ih =>
    -- each order arises from the previous one by a further factor `V G`
    have hstep : ∀ (m : ℕ) (s : ℂ), bornTerm H₀ V z (m + 1) s =
        bornTerm H₀ V z m s * (V * coupledGreen H₀ V z s) := by
      intro m s
      simp only [bornTerm, pow_succ, mul_assoc]
    have hVG := hasDerivAt_mul_entry (A := fun _ => V) (A' := 0)
      (fun _ _ => hasDerivAt_const s₀ _) (hasDerivAt_coupledGreen h)
    have hprod := hasDerivAt_mul_entry ih hVG i j
    have hsum : (((k : ℂ) + 1) • bornTerm H₀ V z (k + 1) s₀) *
          (V * coupledGreen H₀ V z s₀) +
        bornTerm H₀ V z k s₀ * (0 * coupledGreen H₀ V z s₀ +
          V * (coupledGreen H₀ V z s₀ * V * coupledGreen H₀ V z s₀)) =
        (((k + 1 : ℕ) : ℂ) + 1) • bornTerm H₀ V z (k + 1 + 1) s₀ := by
      have e : bornTerm H₀ V z k s₀ *
          (V * (coupledGreen H₀ V z s₀ * V * coupledGreen H₀ V z s₀)) =
          bornTerm H₀ V z (k + 1 + 1) s₀ := by
        rw [hstep (k + 1), hstep k]
        simp only [mul_assoc]
      rw [zero_mul, zero_add, Matrix.smul_mul, ← hstep (k + 1), e]
      push_cast
      module
    simp only [hstep k]
    exact hprod.congr_deriv (congrFun (congrFun hsum i) j)

/-- Response to all orders: the `n`-th coupling derivative of each entry of the Green's matrix is
`n!` times the entry of `G (V G)ⁿ`, wherever `z - H₀ - s V` is invertible. -/
theorem iteratedDeriv_coupledGreen
    (h : (z • (1 : Matrix ι ι ℂ) - (H₀ + s₀ • V)).det ≠ 0) (n : ℕ) (i j : ι) :
    iteratedDeriv n (fun s => coupledGreen H₀ V z s i j) s₀ =
      (n.factorial : ℂ) * bornTerm H₀ V z n s₀ i j := by
  induction n generalizing s₀ with
  | zero => simp [bornTerm]
  | succ k ih =>
    -- the formula of order `k` holds on a neighbourhood, so it may be differentiated
    have hev : iteratedDeriv k (fun s => coupledGreen H₀ V z s i j) =ᶠ[𝓝 s₀]
        fun s => (k.factorial : ℂ) * bornTerm H₀ V z k s i j :=
      (eventually_invertible h).mono fun s hs => by
        apply ih
        exact hs
    have hd : HasDerivAt (fun s => (k.factorial : ℂ) * bornTerm H₀ V z k s i j)
        ((k.factorial : ℂ) * (((k : ℂ) + 1) • bornTerm H₀ V z (k + 1) s₀) i j) s₀ :=
      (hasDerivAt_bornTerm h k i j).const_mul _
    rw [iteratedDeriv_succ, hev.deriv_eq, hd.deriv, Nat.factorial_succ]
    simp only [Matrix.smul_apply, smul_eq_mul]
    push_cast
    ring

/-- Energy derivative of the Green's matrix: `dG/dz = -G²`, entry by entry, at every energy
where `z - H` is invertible. -/
theorem hasDerivAt_green_energy {H : Matrix ι ι ℂ}
    (h : (z • (1 : Matrix ι ι ℂ) - H).det ≠ 0) (i j : ι) :
    HasDerivAt (fun w => green H w i j) ((-(green H z) ^ 2) i j) z := by
  -- a shift of the energy is a coupling to the perturbation `V = -1`
  have hm : ∀ w : ℂ, w • (1 : Matrix ι ι ℂ) - H =
      (0 : ℂ) • (1 : Matrix ι ι ℂ) - (H + w • (-1 : Matrix ι ι ℂ)) := by
    intro w
    module
  have e : ∀ w : ℂ, green H w = coupledGreen H (-1) 0 w := by
    intro w
    unfold coupledGreen green
    rw [hm w]
  have hd := hasDerivAt_coupledGreen (H₀ := H) (V := -1) (z := 0) (s₀ := z)
    (by rw [← hm z]; exact h) i j
  simp only [← e] at hd
  have hsq : green H z * (-1) * green H z = -(green H z) ^ 2 := by
    noncomm_ring
  exact hd.congr_deriv (congrFun (congrFun hsq i) j)

end

end GreenMatrixCalculus
```

```lean
#print axioms GreenMatrixCalculus.hasDerivAt_coupledGreen
#print axioms GreenMatrixCalculus.iteratedDeriv_coupledGreen
#print axioms GreenMatrixCalculus.hasDerivAt_green_energy
```

```
'GreenMatrixCalculus.hasDerivAt_coupledGreen' depends on axioms: [propext, Classical.choice, Quot.sound]
'GreenMatrixCalculus.iteratedDeriv_coupledGreen' depends on axioms: [propext, Classical.choice, Quot.sound]
'GreenMatrixCalculus.hasDerivAt_green_energy' depends on axioms: [propext, Classical.choice, Quot.sound]
```

## How the proof follows the calculation

`green_sub_green` is the resolvent identity: it rewrites $B-A$ as above, expands the product and cancels each inverse against its matrix. `eventually_invertible` turns continuity of the determinant into invertibility on a neighbourhood of $s_0$, and `continuousAt_coupledGreen` uses the adjugate formula.

In `hasDerivAt_coupledGreen`, the step `hasDerivAt_iff_tendsto_slope` replaces the derivative by the limit of the difference quotient. The continuity facts `hM` and `hE` supply the limit of the $(i,j)$ entry of $G(s)VG(s_0)$. It remains to show that this entry equals the quotient for $s$ near, but different from, $s_0$. `filter_upwards` provides exactly such $s$, with the inverse available, and `hdiff` applies the resolvent identity.

`hasDerivAt_mul_entry` proves the matrix product rule by differentiating the sum $\sum_k A_{ik}B_{kj}$ term by term. `hasDerivAt_bornTerm` uses it twice: once for $VG$, with $V$ constant, and once for $T_k\,VG$. Its `hstep` is the recursion $T_{m+1}=T_m\,VG$, and `hsum` collects the two contributions into $(k+2)T_{k+2}$.

In `iteratedDeriv_coupledGreen`, the induction is taken with `generalizing s₀`. Equality of two functions at a single point says nothing about their derivatives, so the formula of order $k$ is needed at all couplings near $s_0$. `hev` states this, and `hev.deriv_eq` then permits the next differentiation.

Finally, `hasDerivAt_green_energy` identifies `green H w` with `coupledGreen H (-1) 0 w` and applies the first-order theorem. The expression `-(green H z) ^ 2` in its statement means $-(G^2)$, the matrix square with a minus sign in front.
